# Charge-equilibration collapse of two atoms with point charges at a critical distance

Two atoms with positive hardnesses `a` and `b` and a nonzero electronegativity difference `d` carry point charges q and −q at distance R, with energy dq + (a + b)q²/2 − q²/R. The theorem `charge_equilibration_collapse` states that for R > 0 this energy is bounded below, as q runs over the reals, exactly when R > 2/(a + b). At such distances its only minimiser is q = −d/(a + b − 2/R), and the absolute value of this charge tends to infinity as R decreases to 2/(a + b). The proof takes the first two claims from earlier lemmas. For the divergence it shows that the stiffness a + b − 2/R tends to zero through positive values, so that its inverse, multiplied by |d|, tends to infinity.

As first written in Lean, the proof fails:

```lean
import Mathlib

open Filter Topology Matrix

namespace ChargeEquilibrationCollapse

noncomputable section

/-- Energy of two atoms with hardnesses `a`, `b` and electronegativity difference `d`, carrying
point charges `q` and `-q` at distance `R ≠ 0`. -/
def pairEnergy (d a b R q : ℝ) : ℝ := d * q + (a + b) * q ^ 2 / 2 - q ^ 2 / R

/-- The charge at which the derivative of the pair energy vanishes, for `R ≠ 0` and `a + b ≠ 2 / R`.
-/
def equilibriumCharge (d a b R : ℝ) : ℝ := -d / (a + b - 2 / R)

/-- The stiffness `a + b - 2 / R` against charge transfer is positive exactly beyond the
distance `2 / (a + b)`, for positive `a + b` and `R`. -/
theorem stiffness_pos_iff {a b R : ℝ} (hab : 0 < a + b) (hR : 0 < R) :
    0 < a + b - 2 / R ↔ 2 / (a + b) < R := by
  rw [sub_pos, div_lt_iff₀ hR, div_lt_iff₀ hab, mul_comm]

/-- If `q₀` solves the stationarity condition `(a + b - 2 / R) * q₀ = -d`, the energy at `x` is the
energy at `q₀` plus `(a + b - 2 / R) / 2 * (x - q₀) ^ 2`. -/
theorem pairEnergy_eq_parabola {d a b R q₀ : ℝ} (h : (a + b - 2 / R) * q₀ = -d) (x : ℝ) :
    pairEnergy d a b R x
      = pairEnergy d a b R q₀ + (a + b - 2 / R) / 2 * (x - q₀) ^ 2 := by
  unfold pairEnergy
  linear_combination (x - q₀) * h

/-- For positive hardnesses, unequal electronegativities and `R > 0`, the energy is bounded
below exactly when `R > 2 / (a + b)`. -/
theorem pairEnergy_bddBelow_iff {d a b R : ℝ} (ha : 0 < a) (hb : 0 < b) (hd : d ≠ 0)
    (hR : 0 < R) :
    BddBelow (Set.range (pairEnergy d a b R)) ↔ 2 / (a + b) < R := by
  rw [← stiffness_pos_iff (add_pos ha hb) hR]
  constructor
  · rintro ⟨m, hm⟩
    by_contra hk
    have hk' : a + b - 2 / R ≤ 0 := not_lt.mp hk
    -- a charge for which the linear term alone is below the supposed bound
    have h1 := hm ⟨-(|m| + 1) / d, rfl⟩
    have h2 : d * (-(|m| + 1) / d) = -(|m| + 1) := mul_div_cancel₀ _ hd
    have h3 : pairEnergy d a b R (-(|m| + 1) / d)
        = d * (-(|m| + 1) / d) + (a + b - 2 / R) * (-(|m| + 1) / d) ^ 2 / 2 := by
      unfold pairEnergy
      ring
    have h4 := mul_nonpos_of_nonpos_of_nonneg hk' (sq_nonneg (-(|m| + 1) / d))
    have h5 := neg_abs_le m
    linarith
  · intro hk
    have h : (a + b - 2 / R) * (-d / (a + b - 2 / R)) = -d := mul_div_cancel₀ _ hk.ne'
    refine ⟨pairEnergy d a b R (-d / (a + b - 2 / R)), ?_⟩
    rintro _ ⟨x, rfl⟩
    rw [pairEnergy_eq_parabola h x]
    have := mul_nonneg (half_pos hk).le (sq_nonneg (x - -d / (a + b - 2 / R)))
    linarith

/-- For positive hardnesses and `R > 2 / (a + b)`, a charge minimises the energy exactly when
it is the equilibrium charge. -/
theorem minimiser_iff {d a b R : ℝ} (ha : 0 < a) (hb : 0 < b) (hR : 2 / (a + b) < R) (q : ℝ) :
    (∀ x, pairEnergy d a b R q ≤ pairEnergy d a b R x) ↔ q = equilibriumCharge d a b R := by
  have hab := add_pos ha hb
  have hk := (stiffness_pos_iff hab ((div_pos two_pos hab).trans hR)).mpr hR
  have h : (a + b - 2 / R) * equilibriumCharge d a b R = -d := mul_div_cancel₀ _ hk.ne'
  constructor
  · intro hq
    by_contra hne
    have h1 := hq (equilibriumCharge d a b R)
    rw [pairEnergy_eq_parabola h q] at h1
    have h2 : 0 < (q - equilibriumCharge d a b R) ^ 2 :=
      (sq_nonneg _).lt_of_ne' (pow_ne_zero 2 (sub_ne_zero.mpr hne))
    have h3 := mul_pos (half_pos hk) h2
    linarith
  · rintro rfl x
    rw [pairEnergy_eq_parabola h x]
    have := mul_nonneg (half_pos hk).le (sq_nonneg (x - equilibriumCharge d a b R))
    linarith

/-- Charge-equilibration collapse: for positive hardnesses and unequal electronegativities, the
energy at `R > 0` is bounded below exactly if `R > 2 / (a + b)`, where the equilibrium charge is its
only minimiser, and the size of this charge tends to infinity as `R` decreases to `2 / (a + b)`. -/
theorem charge_equilibration_collapse {d a b : ℝ} (ha : 0 < a) (hb : 0 < b) (hd : d ≠ 0) :
    (∀ R, 0 < R → (BddBelow (Set.range (pairEnergy d a b R)) ↔ 2 / (a + b) < R)) ∧
    (∀ R, 2 / (a + b) < R → ∀ q, (∀ x, pairEnergy d a b R q ≤ pairEnergy d a b R x) ↔
      q = equilibriumCharge d a b R) ∧
    Tendsto (fun R => |equilibriumCharge d a b R|) (𝓝[>] (2 / (a + b))) atTop := by
  refine ⟨fun R hR => pairEnergy_bddBelow_iff ha hb hd hR,
    fun R hR q => minimiser_iff ha hb hR q, ?_⟩
  have hab := add_pos ha hb
  have hc := div_pos two_pos hab
  have hpos : ∀ᶠ R in 𝓝[>] (2 / (a + b)), 0 < a + b - 2 / R := by
    filter_upwards [self_mem_nhdsWithin] with R hR
    exact (stiffness_pos_iff hab (hc.trans hR)).mpr hR
  -- the stiffness vanishes continuously at the critical distance
  have h0 : a + b - 2 / (2 / (a + b)) = 0 := by
    rw [div_div_eq_mul_div]
    ring
  have hlim : Tendsto (fun R : ℝ => a + b - 2 / R) (𝓝 (2 / (a + b)))
      (𝓝 (a + b - 2 / (2 / (a + b)))) :=
    tendsto_const_nhds.sub (tendsto_const_nhds.div tendsto_id hc.ne')
  rw [h0] at hlim
  have hinv : Tendsto (fun R : ℝ => (a + b - 2 / R)⁻¹) (𝓝[>] (2 / (a + b))) atTop :=
    tendsto_inv_nhdsGT_zero.comp
      (tendsto_nhdsWithin_iff.mpr ⟨hlim.mono_left nhdsWithin_le_nhds, hpos⟩)
  refine (hinv.const_mul_atTop (abs_pos.mpr hd)).congr' ?_
  filter_upwards [hpos] with R hk
  rw [equilibriumCharge, abs_div, abs_neg, abs_of_pos hk, div_eq_mul_inv]

end

end ChargeEquilibrationCollapse
```

Lean reports:

```
Main.lean:87:81: error: unsolved goals
d a b : ℝ
ha : 0 < a
hb : 0 < b
hd : d ≠ 0
hab : 0 < a + b
hc : 0 < 2 / (a + b)
hpos : ∀ᶠ (R : ℝ) in 𝓝[>] (2 / (a + b)), 0 < a + b - 2 / R
h0 : a + b - 2 / (2 / (a + b)) = 0
hlim : Tendsto (fun R => a + b - 2 / R) (𝓝 (2 / (a + b))) (𝓝 0)
hinv : Tendsto (fun R => (a + b - 2 / R)⁻¹) (𝓝[>] (2 / (a + b))) atTop
R : ℝ
hk : 0 < a + b - 2 / R
⊢ |d| * (a + b - 2 * R⁻¹)⁻¹ = |d| / (a + b - 2 * R⁻¹)
```

The message shows the one goal left open, at the very end of the proof, where |d| times the inverse stiffness has to be identified with the absolute value of the equilibrium charge. Before the last rewrite the goal was `|d| * (a + b - 2 / R)⁻¹ = |d| / (a + b - 2 / R)`, which is just `div_eq_mul_inv` read from right to left. But `rw [div_eq_mul_inv]` names no particular division. It settled on `2 / R` and turned that into `2 * R⁻¹` on both sides, leaving the outer division by the stiffness as it was. The two sides still differed in form, and the `rfl` that `rw` tries at the end did not close the goal.

The repair drops `div_eq_mul_inv` from the rewrite list, so `2 / R` stays untouched, and closes the goal with `exact (div_eq_mul_inv _ _).symm`. Here the lemma is matched against the whole equation, which forces the division in it to be the outer one.

This version goes through:

```diff
@@ -106,5 +106,6 @@
   refine (hinv.const_mul_atTop (abs_pos.mpr hd)).congr' ?_
   filter_upwards [hpos] with R hk
-  rw [equilibriumCharge, abs_div, abs_neg, abs_of_pos hk, div_eq_mul_inv]
+  rw [equilibriumCharge, abs_div, abs_neg, abs_of_pos hk]
+  exact (div_eq_mul_inv _ _).symm
 
 end
```
